# The infinite-U Hubbard ring as a direct sum of twisted spinless-fermion rings

Electrons that hop only between neighbouring sites of a ring cannot pass one another when the on-site repulsion is infinite. Yet an electron that crosses the boundary goes from last in line to first, and the sequence of spins rotates. What does this do to the motion of the charges? It multiplies the boundary hop of spinless fermions by a phase, one for each eigenvalue of the rotation.

Infinite $U$ enters here as a ban on double occupancy. It is not derived as a limit, and exchange of order $t^2/U$ is absent.

In Lean 4 with Mathlib:

```lean
import Mathlib

open Matrix Finset
open scoped Kronecker

namespace InfiniteUHubbardRing

noncomputable section
```

## Positions, spins and hops

With $N$ electrons on sites $0,\dots,L-1$, a configuration is $x_0<\dots<x_{N-1}$.

```lean
/-- Positions of `N` particles on `L` sites, listed in increasing order, at most one per site. -/
abbrev Config (L N : ℕ) := {x : Fin N → Fin L // ∀ i j, i < j → x i < x j}
```

The spins, read in that order, form one of $2^N$ words $s$.

```lean
/-- The spins of `N` electrons, read in the order of their positions. -/
abbrev Word (N : ℕ) := Fin N → Bool
```

Between determinants with orbitals $X$ (final) and $Y$ (initial), a one-body operator $h$ has the element
$$\sum_{\pi\in S_N}\operatorname{sgn}\pi\sum_i h(X_i,Y_{\pi(i)})\prod_{j\neq i}\delta_{X_j,Y_{\pi(j)}}.$$

```lean
variable {L N : ℕ}

/-- Matrix element of the one-body operator `h` between the Slater determinants with
orbitals `X` and `Y`: one particle hops, the others stay, and exchanges carry their sign. -/
def manyBody {O : Type} [DecidableEq O] (h : O → O → ℂ) (X Y : Fin N → O) : ℂ :=
  ∑ π : Equiv.Perm (Fin N), ((Equiv.Perm.sign π : ℤ) : ℂ) *
    ∑ i, if ∀ j, j ≠ i → X j = Y (π j) then h (X i) (Y (π i)) else 0
```

Neighbours inside the chain are joined by the amplitude $-t$, with $t$ real.

```lean
/-- Hopping between neighbouring sites inside the chain. -/
def bulkHop (t : ℝ) (a b : Fin L) : ℂ :=
  if (a : ℕ) + 1 = b ∨ (b : ℕ) + 1 = a then -t else 0
```

The same amplitude takes a particle from site $L-1$ to site $0$.

```lean
/-- Hopping across the boundary, from the last site `b` to the first site `a`. -/
def seamHop (t : ℝ) (a b : Fin L) : ℂ :=
  if (a : ℕ) = 0 ∧ (b : ℕ) + 1 = L then -t else 0
```

A twist $z$ multiplies this boundary hop, and $\bar z$ its reverse.

```lean
/-- Hopping on the ring, with the boundary hop multiplied by `z` and its reverse by `z̄`. -/
def ringHop (t : ℝ) (z : ℂ) (a b : Fin L) : ℂ :=
  bulkHop t a b + z * seamHop t a b + star z * seamHop t b a
```

For electrons, an orbital is a site with a spin, and hopping conserves the spin.

```lean
/-- A hop of an electron that leaves its spin unchanged. -/
def spinDiag (h : Fin L → Fin L → ℂ) (p q : Fin L × Bool) : ℂ :=
  if p.2 = q.2 then h p.1 q.1 else 0
```

Spinless fermions use the site alone.

```lean
/-- The many-body matrix of the hopping `h` for spinless fermions. -/
def fermionMatrix (N : ℕ) (h : Fin L → Fin L → ℂ) : Matrix (Config L N) (Config L N) ℂ :=
  fun x y => manyBody h x.1 y.1
```

The Hubbard ring has $z=1$. Taking elements only between configurations with at most one electron per site performs the projection.

```lean
/-- The hopping Hamiltonian of the Hubbard ring, projected on states without double occupancy. -/
def hubbardRing (L N : ℕ) (t : ℝ) : Matrix (Config L N × Word N) (Config L N × Word N) ℂ :=
  fun p q => manyBody (spinDiag (ringHop t 1))
    (fun i => (p.1.1 i, p.2 i)) (fun i => (q.1.1 i, q.2 i))
```

## Which hops rotate the spin word

A permutation $\pi$ acts on words by the matrix with entry 1 where $s'=s\circ\pi$.

```lean
/-- The matrix that permutes the letters of spin words. -/
def spinPerm (π : Equiv.Perm (Fin N)) : Matrix (Word N) (Word N) ℂ :=
  fun s s' => if s' = s ∘ ⇑π then 1 else 0
```

The cyclic shift $T$ moves the last spin to the front.

```lean
/-- The cyclic shift of spin words: the last spin becomes the first. -/
abbrev wordShift (N : ℕ) : Matrix (Word N) (Word N) ℂ := spinPerm (finRotate N)
```

These matrices multiply as the permutations do, and the adjoint is the inverse, so $T$ is unitary.

```lean
/-- Letter permutations act on spin words as a unitary representation. -/
theorem spinPerm_rep : spinPerm (1 : Equiv.Perm (Fin N)) = 1 ∧
    (∀ π ρ : Equiv.Perm (Fin N), spinPerm π * spinPerm ρ = spinPerm (π * ρ)) ∧
    ∀ π : Equiv.Perm (Fin N), (spinPerm π)ᴴ = spinPerm π⁻¹ := by
  refine ⟨?_, fun π ρ => ?_, fun π => ?_⟩
  · ext s s'
    simp [spinPerm, Matrix.one_apply, eq_comm]
  · ext s s'
    simp only [spinPerm, Matrix.mul_apply]
    rw [Finset.sum_eq_single (s ∘ ⇑π)]
    · have e : (s ∘ ⇑π) ∘ ⇑ρ = s ∘ ⇑(π * ρ) := rfl
      rw [if_pos rfl, one_mul, e]
    · intro b _ hb
      rw [if_neg hb, zero_mul]
    · intro h
      exact absurd (Finset.mem_univ _) h
  · ext s s'
    have h : s = s' ∘ ⇑π ↔ s' = s ∘ ⇑π⁻¹ := by
      constructor <;> rintro rfl <;> funext k <;> simp
    simp only [conjTranspose_apply, spinPerm, h]
    split_ifs <;> simp
```

If $\pi$ preserves order, then $i\le\pi(i)$ and $i\le\pi^{-1}(i)$ for all $i$, hence $\pi=1$.

```lean
/-- A permutation of the particles that preserves their order is the identity. -/
theorem perm_eq_one {π : Equiv.Perm (Fin N)} (h : ∀ i j, i < j → π i < π j) : π = 1 := by
  have h1 : StrictMono π := fun i j => h i j
  have h2 : StrictMono π.symm := fun a b hab => by
    by_contra hc
    have h3 := h1.monotone (not_lt.mp hc)
    rw [π.apply_symm_apply, π.apply_symm_apply] at h3
    exact absurd hab (not_lt.mpr h3)
  refine Equiv.ext fun i => le_antisymm ?_ h1.le_apply
  have a : i ≤ π.symm i := h2.le_apply
  exact (h1.monotone a).trans_eq (π.apply_symm_apply i)
```

In a hop inside the chain, a reversed pair would need a stationary particle strictly between two adjacent sites. So $\pi=1$; `omega` does the position arithmetic.

```lean
/-- A hop between neighbouring sites inside the chain keeps the order of the particles. -/
theorem bulk_order (x y : Config L N) {π : Equiv.Perm (Fin N)} {i : Fin N}
    (hx : ∀ j, j ≠ i → x.1 j = y.1 (π j))
    (hh : (x.1 i : ℕ) + 1 = y.1 (π i) ∨ (y.1 (π i) : ℕ) + 1 = x.1 i) : π = 1 := by
  refine perm_eq_one fun j k hjk => ?_
  by_contra hc
  have h1 := x.2 j k hjk
  have h2 := y.2 _ _ (lt_of_le_of_ne (not_lt.mp hc) fun e => hjk.ne' (π.injective e))
  rw [Fin.lt_def] at h1 h2
  have hv : ∀ l, l ≠ i → (x.1 l : ℕ) = y.1 (π l) := fun l hl => congrArg Fin.val (hx l hl)
  by_cases hj : j = i
  · subst hj
    have := hv k hjk.ne'
    omega
  · have := hv j hj
    by_cases hk : k = i
    · subst hk
      omega
    · have := hv k hk
      omega
```

In a boundary hop the mover is last before and first after, while the others keep their order. Following $\pi$ by the rotation therefore preserves order, and $\pi$ is the inverse rotation.

```lean
/-- A hop from the last site to the first rotates the order of the particles cyclically. -/
theorem seam_order (x y : Config L N) {π : Equiv.Perm (Fin N)} {i : Fin N}
    (hx : ∀ j, j ≠ i → x.1 j = y.1 (π j))
    (h0 : (x.1 i : ℕ) = 0) (hL : (y.1 (π i) : ℕ) + 1 = L) : π = (finRotate N)⁻¹ := by
  cases N with
  | zero => exact i.elim0
  | succ n =>
    have hl : π i = Fin.last n := by
      by_contra hc
      have h := y.2 _ _ (Fin.lt_last_iff_ne_last.mpr hc)
      have := (y.1 (Fin.last n)).isLt
      rw [Fin.lt_def] at h
      omega
    have hne : ∀ j, j ≠ i → π j ≠ Fin.last n :=
      fun j hj e => hj (π.injective (e.trans hl.symm))
    refine eq_inv_of_mul_eq_one_right (perm_eq_one fun j k hjk => ?_)
    have h1 := x.2 j k hjk
    have hk : k ≠ i := by
      rintro rfl
      rw [Fin.lt_def] at h1
      omega
    rw [Equiv.Perm.mul_apply, Equiv.Perm.mul_apply, Fin.lt_def,
      coe_finRotate_of_ne_last (hne k hk)]
    by_cases hj : j = i
    · rw [hj, hl, finRotate_last]
      simp
    · rw [coe_finRotate_of_ne_last (hne j hj)]
      rw [hx j hj, hx k hk] at h1
      by_contra hc
      have h2 : π k < π j := lt_of_le_of_ne (Fin.le_def.mpr (by omega))
        fun e => hjk.ne' (π.injective e)
      exact lt_asymm h1 (y.2 _ _ h2)
```

The matrix element is linear in $h$, so the three kinds of hop can be treated separately.

```lean
/-- The many-body matrix element is linear in the one-body hopping. -/
theorem manyBody_linear {O : Type} [DecidableEq O] (f g k : O → O → ℂ) (z w : ℂ)
    (X Y : Fin N → O) : manyBody (fun a b => f a b + z * g a b + w * k a b) X Y =
      manyBody f X Y + z * manyBody g X Y + w * manyBody k X Y := by
  simp only [manyBody, Finset.mul_sum, ← Finset.sum_add_distrib]
  refine Finset.sum_congr rfl fun π _ => Finset.sum_congr rfl fun i _ => ?_
  split_ifs <;> ring
```

If only $\pi_0$ contributes, the deltas force $s'=s\circ\pi_0^{-1}$, and the spin factor separates from the spinless element.

```lean
/-- If a hopping process reorders the particles only by `π₀`, its matrix element for electrons
is the spinless one times the matching permutation of the spin word. -/
theorem manyBody_spin (h : Fin L → Fin L → ℂ) (x y : Config L N) (s s' : Word N)
    (π₀ : Equiv.Perm (Fin N)) (hπ : ∀ π i, (∀ j, j ≠ i → x.1 j = y.1 (π j)) →
      h (x.1 i) (y.1 (π i)) ≠ 0 → π = π₀) :
    manyBody (spinDiag h) (fun i => (x.1 i, s i)) (fun i => (y.1 i, s' i)) =
      manyBody h x.1 y.1 * spinPerm π₀⁻¹ s s' := by
  simp only [manyBody, spinPerm, spinDiag, Finset.sum_mul, mul_assoc]
  refine Finset.sum_congr rfl fun π _ => congrArg _ (Finset.sum_congr rfl fun i _ => ?_)
  by_cases hx : ∀ j, j ≠ i → x.1 j = y.1 (π j)
  · by_cases h0 : h (x.1 i) (y.1 (π i)) = 0
    · simp [h0]
    have hp := hπ π i hx h0
    by_cases hs : s' = s ∘ ⇑π₀⁻¹
    · have e : ∀ j, s j = s' (π j) := fun j => by rw [hs, hp]; simp
      have e' : ∀ j, j ≠ i → (x.1 j, s j) = (y.1 (π j), s' (π j)) :=
        fun j hj => Prod.ext (hx j hj) (e j)
      rw [if_pos hx, if_pos hs, mul_one]
      exact (if_pos e').trans (if_pos (e i))
    · rw [if_neg hs, mul_zero]
      split_ifs with h1 h2
      · have e : ∀ j, s j = s' (π j) := fun j => by
          by_cases hj : j = i
          · rw [hj]; exact h2
          · exact congrArg Prod.snd (h1 j hj)
        exact absurd (funext fun k => by simpa [hp] using (e (π₀⁻¹ k)).symm) hs
      · rfl
      · rfl
  · rw [if_neg hx, zero_mul]
    exact if_neg fun h' => hx fun j hj => congrArg Prod.fst (h' j hj)
```

Let $H$ be the projected Hamiltonian `hubbardRing`, and let $B$, $R$ and $R'$ be the spinless matrices of the inner, boundary and reverse boundary hops. Then
$$H=B\otimes 1+R\otimes T+R'\otimes T^\dagger.$$

```lean
/-- Charge and spin separate: hops inside the chain leave the spin word alone, and hops
across the boundary shift it cyclically, forwards or backwards. -/
theorem hubbardRing_eq (t : ℝ) : hubbardRing L N t =
    fermionMatrix N (bulkHop t) ⊗ₖ (1 : Matrix (Word N) (Word N) ℂ) +
    fermionMatrix N (seamHop t) ⊗ₖ wordShift N +
    fermionMatrix N (fun a b => seamHop t b a) ⊗ₖ (wordShift N)ᴴ := by
  rw [← spinPerm_rep.1, spinPerm_rep.2.2]
  ext ⟨x, s⟩ ⟨y, s'⟩
  have e : spinDiag (ringHop (L := L) t 1) = fun p q => spinDiag (bulkHop t) p q +
      1 * spinDiag (seamHop t) p q + 1 * spinDiag (fun a b => seamHop t b a) p q := by
    funext p q
    simp only [spinDiag, ringHop, star_one]
    split_ifs <;> ring
  change manyBody (spinDiag (ringHop t 1)) (fun i => (x.1 i, s i)) (fun i => (y.1 i, s' i)) = _
  rw [e, manyBody_linear, manyBody_spin _ x y s s' 1, manyBody_spin _ x y s s' (finRotate N)⁻¹,
    manyBody_spin _ x y s s' (finRotate N)]
  · simp only [inv_one, inv_inv, one_mul, Matrix.add_apply, Matrix.kroneckerMap_apply,
      fermionMatrix]
  · intro π i hx h
    have hh : (y.1 (π i) : ℕ) = 0 ∧ (x.1 i : ℕ) + 1 = L := by
      by_contra hc
      exact h (if_neg hc)
    -- the reverse hop is the boundary hop with the two configurations exchanged
    refine inv_injective (seam_order y x (i := π i) (fun j hj => ?_) hh.1 (by simpa using hh.2))
    have := hx (π⁻¹ j) (fun e => hj (by rw [← e]; simp))
    simpa using this.symm
  · intro π i hx h
    have hh : (x.1 i : ℕ) = 0 ∧ (y.1 (π i) : ℕ) + 1 = L := by
      by_contra hc
      exact h (if_neg hc)
    exact seam_order x y hx hh.1 hh.2
  · intro π i hx h
    exact bulk_order x y hx (by by_contra hc; exact h (if_neg hc))
```

## From the shift to the twists

To diagonalise $T$ with $T^m=1$, choose $|w|=1$ with $w^m=-1$. A geometric sum inverts $w-T$, because $w^m-T^m=-2$. The Cayley transform $A=i(w+T)(w-T)^{-1}$ is Hermitian, so a unitary $V$ diagonalises it with real eigenvalues $d_k$. Solving for $T$ gives $TV=V\,\mathrm{diag}(z_k)$ with $z_k=w(d_k-i)/(d_k+i)$.

```lean
/-- A unitary matrix of finite order is diagonalised by a unitary matrix. -/
theorem exists_diagonalisation {n : Type} [Fintype n] [DecidableEq n] (T : Matrix n n ℂ)
    (hT : Tᴴ * T = 1) {m : ℕ} (hm : m ≠ 0) (hp : T ^ m = 1) :
    ∃ V ∈ unitaryGroup n ℂ, ∃ z : n → ℂ, T * V = V * diagonal z := by
  obtain ⟨w, hw, hwm⟩ : ∃ w : ℂ, star w * w = 1 ∧ w ^ m = -1 := by
    refine ⟨Complex.exp ((Real.pi / m : ℝ) * Complex.I), ?_, ?_⟩
    · rw [Complex.star_def, Complex.conj_mul', Complex.norm_exp_ofReal_mul_I]
      norm_num
    · have hm' : (m : ℂ) ≠ 0 := Nat.cast_ne_zero.mpr hm
      have e : (m : ℂ) * ((Real.pi / m : ℝ) * Complex.I) = Real.pi * Complex.I := by
        push_cast
        field_simp
      rw [← Complex.exp_nat_mul, e, Complex.exp_pi_mul_I]
  obtain ⟨B, hB⟩ : ∃ B, B = w • (1 : Matrix n n ℂ) - T := ⟨_, rfl⟩
  obtain ⟨C, hC⟩ : ∃ C, C = w • (1 : Matrix n n ℂ) + T := ⟨_, rfl⟩
  obtain ⟨R, hR⟩ : ∃ R, B * R = 1 := by
    have h := ((Commute.one_left T).smul_left w).mul_geom_sum₂ m
    rw [smul_pow, one_pow, hwm, hp, ← hB] at h
    refine ⟨(-1 / 2 : ℂ) •
      ∑ i ∈ range m, (w • (1 : Matrix n n ℂ)) ^ i * T ^ (m - 1 - i), ?_⟩
    rw [mul_smul_comm, h]
    module
  have hBC : B * C = C * B := by
    rw [hB, hC]
    simp only [sub_mul, mul_sub, add_mul, mul_add, smul_mul_assoc, mul_smul_comm, one_mul, mul_one]
    module
  have hK : Cᴴ * B = -(Bᴴ * C) := by
    have h1 : (star w * w) • (1 : Matrix n n ℂ) = 1 := by rw [hw, one_smul]
    rw [hB, hC]
    simp only [conjTranspose_sub, conjTranspose_add, conjTranspose_smul, conjTranspose_one,
      sub_mul, mul_sub, add_mul, mul_add, smul_mul_assoc, mul_smul_comm, one_mul, mul_one, hT]
    linear_combination (norm := module) (2 : ℂ) • h1
  -- the Cayley transform of `T` is Hermitian
  obtain ⟨A, hA, hBA⟩ : ∃ A : Matrix n n ℂ, A.IsHermitian ∧ B * A = Complex.I • C := by
    refine ⟨Complex.I • (C * R), ?_, ?_⟩
    · have h1 : Rᴴ * Bᴴ = 1 := by rw [← conjTranspose_mul, hR, conjTranspose_one]
      have h2 : Rᴴ * Cᴴ = -(C * R) := by
        calc Rᴴ * Cᴴ = Rᴴ * (Cᴴ * B) * R := by
              rw [mul_assoc, mul_assoc, hR, mul_one]
          _ = -((Rᴴ * Bᴴ) * C * R) := by rw [hK]; noncomm_ring
          _ = -(C * R) := by rw [h1, one_mul]
      rw [Matrix.IsHermitian, conjTranspose_smul, conjTranspose_mul, h2, Complex.star_def,
        Complex.conj_I, neg_smul, smul_neg, neg_neg]
    · rw [mul_smul_comm, ← mul_assoc, hBC, mul_assoc, hR, mul_one]
  obtain ⟨V, hV, d, hAV⟩ : ∃ V ∈ unitaryGroup n ℂ, ∃ d : n → ℝ,
      A * V = V * diagonal (fun j => (d j : ℂ)) := by
    refine ⟨hA.eigenvectorUnitary, hA.eigenvectorUnitary.2, hA.eigenvalues, ?_⟩
    ext i j
    have e := congrFun (hA.mulVec_eigenvectorBasis j) i
    rw [Matrix.mul_diagonal]
    simpa [Matrix.mul_apply, Matrix.mulVec, dotProduct, hA.eigenvectorUnitary_apply,
      mul_comm] using e
  refine ⟨V, hV, fun j => w * (d j - Complex.I) / (d j + Complex.I), ?_⟩
  have h2 : w • (V * diagonal (fun j => (d j : ℂ))) - T * V * diagonal (fun j => (d j : ℂ)) =
      Complex.I • (w • V + T * V) := by
    have h3 : B * (V * diagonal (fun j => (d j : ℂ))) = Complex.I • (C * V) := by
      rw [← hAV, ← mul_assoc, hBA, smul_mul_assoc]
    rw [hB, hC, sub_mul, add_mul, smul_mul_assoc, smul_mul_assoc, one_mul, one_mul,
      ← mul_assoc] at h3
    exact h3
  ext i j
  have e := congrFun (congrFun h2 i) j
  simp only [Matrix.sub_apply, Matrix.smul_apply, Matrix.add_apply, Matrix.mul_diagonal,
    smul_eq_mul] at e
  have hne : (d j : ℂ) + Complex.I ≠ 0 := fun h => by simpa using congrArg Complex.im h
  rw [Matrix.mul_diagonal, ← mul_div_assoc, eq_div_iff hne]
  linear_combination -e
```

Since $N$ rotations restore every word, $T^N=1$ and $z_k^N=1$.

```lean
/-- The eigenvalues of the cyclic shift on words of `N` spins are `N`-th roots of unity. -/
theorem twist_pow_eq_one {V : Matrix (Word N) (Word N) ℂ} (hV : V ∈ unitaryGroup (Word N) ℂ)
    {z : Word N → ℂ} (h : wordShift N * V = V * diagonal z) (k : Word N) : z k ^ N = 1 := by
  have step : ∀ j : Fin N, (finRotate N j : ℕ) = (j + 1) % N := by
    cases N with
    | zero => exact fun j => j.elim0
    | succ n => intro j; rw [finRotate_apply]; simp [Fin.val_add]
  have hr : ∀ (m : ℕ) (i : Fin N), ((finRotate N ^ m) i : ℕ) = (i + m) % N := by
    intro m i
    induction m with
    | zero => simp [Nat.mod_eq_of_lt i.isLt]
    | succ m ih => rw [pow_succ', Equiv.Perm.mul_apply, step, ih, Nat.mod_add_mod, add_assoc]
  have hN : finRotate N ^ N = 1 := Equiv.ext fun i => Fin.ext (by
    rw [hr, Nat.add_mod_right, Nat.mod_eq_of_lt i.isLt]; rfl)
  have hpow : ∀ m : ℕ, wordShift N ^ m = spinPerm (finRotate N ^ m) := fun m => by
    induction m with
    | zero => rw [pow_zero, pow_zero, spinPerm_rep.1]
    | succ m ih => rw [pow_succ, ih, spinPerm_rep.2.1, ← pow_succ]
  have hs : SemiconjBy V (diagonal z) (wordShift N) := h.symm
  have h1 : V * diagonal z ^ N = wordShift N ^ N * V := hs.pow_right N
  rw [hpow, hN, spinPerm_rep.1, one_mul] at h1
  have h2 : diagonal z ^ N = 1 := by
    have hu := mem_unitaryGroup_iff'.mp hV
    calc diagonal z ^ N = star V * (V * diagonal z ^ N) := by rw [← mul_assoc, hu, one_mul]
      _ = 1 := by rw [h1, hu]
  rw [Matrix.diagonal_pow] at h2
  simpa using congrFun (congrFun h2 k) k
```

Conjugating $H$ by $1\otimes V$ replaces $T$ by $\mathrm{diag}(z_k)$ and leaves the blocks
$$B+z_kR+\bar z_kR',$$
which by linearity are the spinless rings with twist $z_k$. In the theorem, `blockDiagonal` is this direct sum. Its index `k` runs over `Word N` and merely labels eigenvectors, which are in general superpositions of words.

The theorem holds for all $L$ and $N$, though the usual ring needs $L\ge3$: at $L=2$ both bonds join the same sites, and at $L=1$ the boundary hop is an on-site term.

For $N=1$ the shift is trivial, which leaves two copies of the periodic one-particle ring. For $N=2$ the three triplet spin states have $z=1$ and the singlet has $z=-1$.

For this finite nearest-neighbour model, the blocks are non-interacting and can serve as a reference for exact-diagonalisation codes.

```lean
/-- The infinite-`U` Hubbard ring is unitarily equivalent to a direct sum of spinless-fermion
rings, one for each eigenvalue `z k` (with multiplicity) of the cyclic shift of spin words,
with the boundary hop multiplied by `z k`. -/
theorem hubbardRing_decomposition (L N : ℕ) (t : ℝ) :
    ∃ V ∈ unitaryGroup (Word N) ℂ, ∃ z : Word N → ℂ,
      wordShift N * V = V * diagonal z ∧
      (1 : Matrix (Config L N) (Config L N) ℂ) ⊗ₖ V ∈ unitaryGroup (Config L N × Word N) ℂ ∧
      ((1 : Matrix (Config L N) (Config L N) ℂ) ⊗ₖ V)ᴴ * hubbardRing L N t *
          ((1 : Matrix (Config L N) (Config L N) ℂ) ⊗ₖ V) =
        blockDiagonal fun k => fermionMatrix N (ringHop t (z k)) := by
  have hT : (wordShift N)ᴴ * wordShift N = 1 := by
    rw [spinPerm_rep.2.2, spinPerm_rep.2.1, inv_mul_cancel, spinPerm_rep.1]
  have hpow : ∀ m : ℕ, wordShift N ^ m = spinPerm (finRotate N ^ m) := fun m => by
    induction m with
    | zero => rw [pow_zero, pow_zero, spinPerm_rep.1]
    | succ m ih => rw [pow_succ, ih, spinPerm_rep.2.1, ← pow_succ]
  obtain ⟨V, hV, z, hz⟩ := exists_diagonalisation (wordShift N) hT
    (m := Fintype.card (Equiv.Perm (Fin N))) Fintype.card_ne_zero
    (by rw [hpow, pow_card_eq_one, spinPerm_rep.1])
  have hu : Vᴴ * V = 1 := mem_unitaryGroup_iff'.mp hV
  have hD : Vᴴ * wordShift N * V = diagonal z := by
    rw [mul_assoc, hz, ← mul_assoc, hu, one_mul]
  have hD' : Vᴴ * (wordShift N)ᴴ * V = diagonal (star z) := by
    rw [← diagonal_conjTranspose, ← hD, conjTranspose_mul, conjTranspose_mul,
      conjTranspose_conjTranspose, mul_assoc]
  refine ⟨V, hV, z, hz, ?_, ?_⟩
  · rw [mem_unitaryGroup_iff', star_eq_conjTranspose, conjTranspose_kronecker,
      ← mul_kronecker_mul, hu, conjTranspose_one, one_mul, one_kronecker_one]
  · -- conjugation acts on the spin factor only, where it diagonalises the shift
    rw [hubbardRing_eq, conjTranspose_kronecker, conjTranspose_one]
    simp only [mul_add, add_mul, ← mul_kronecker_mul, one_mul, mul_one, hu, hD, hD']
    ext ⟨x, k⟩ ⟨y, k'⟩
    have e : fermionMatrix N (ringHop t (z k)) x y = fermionMatrix N (bulkHop t) x y +
        z k * fermionMatrix N (seamHop t) x y +
        star (z k) * fermionMatrix N (fun a b => seamHop t b a) x y :=
      manyBody_linear (bulkHop t) (seamHop t) (fun a b => seamHop t b a) _ _ x.1 y.1
    rw [blockDiagonal_apply]
    simp only [Matrix.add_apply, Matrix.kroneckerMap_apply, Matrix.one_apply,
      Matrix.diagonal_apply, Pi.star_apply, e]
    split_ifs <;> ring

end

end InfiniteUHubbardRing
```

```lean
#print axioms InfiniteUHubbardRing.twist_pow_eq_one
-- 'InfiniteUHubbardRing.twist_pow_eq_one' depends on axioms: [propext, Classical.choice, Quot.sound]
#print axioms InfiniteUHubbardRing.hubbardRing_decomposition
-- 'InfiniteUHubbardRing.hubbardRing_decomposition' depends on axioms: [propext, Classical.choice, Quot.sound]
```
